# Minimum and Sign Change of the Optical Gap Shift a n^(2/3) − b n^(1/3) for a, b > 0

Assuming that more carriers always raise the absorption edge of a semiconductor can give the wrong direction for the shift. Added carriers fill the band and push the edge up, but exchange between them shrinks the gap and pulls it down. The problems below settle which effect wins in a two-term model with density-independent coefficients, a limited guide to interpreting absorption edges in doped semiconductors.

## The model and its constants

Let n be the carrier density and write

f(n) = a n^(2/3) − b n^(1/3).

The coefficient a measures band filling and b measures exchange shrinkage. In Lean, f(n) is `netShift a b n`, with all quantities real numbers and all powers real powers. Units are not tracked.

```lean
import Mathlib

namespace OpticalGapShift

noncomputable section

/-- Net optical gap shift at carrier density `n ≥ 0`: band filling `a n^(2/3)` minus
exchange shrinkage `b n^(1/3)`. -/
def netShift (a b n : ℝ) : ℝ := a * n ^ (2 / 3 : ℝ) - b * n ^ (1 / 3 : ℝ)
```

For a spin-degenerate isotropic band in three dimensions at zero temperature, the Fermi wavenumber is k_F = (3π²n)^(1/3).

```lean
/-- Fermi wavenumber of a spin-degenerate isotropic band in three dimensions at
carrier density `n ≥ 0`. -/
def fermiWavenumber (n : ℝ) : ℝ := (3 * Real.pi ^ 2 * n) ^ (1 / 3 : ℝ)
```

Parabolic bands with reduced electron-hole mass μ have the filling coefficient

a = ħ²(3π²)^(2/3)/(2μ).

```lean
/-- Band-filling coefficient of parabolic bands with reduced mass `μ ≠ 0`. -/
def fillingCoeff (hbar μ : ℝ) : ℝ :=
  hbar ^ 2 * (3 * Real.pi ^ 2) ^ (2 / 3 : ℝ) / (2 * μ)
```

The constant g, an energy times a length, stands for the strength of the exchange interaction: the gap is taken to shrink in proportion to k_F, with g as the factor. This law is postulated, not derived from a Hamiltonian. It gives

b = g(3π²)^(1/3).

```lean
/-- Exchange coefficient when the gap shrinks by `g` times the Fermi wavenumber. -/
def exchangeCoeff (g : ℝ) : ℝ := g * (3 * Real.pi ^ 2) ^ (1 / 3 : ℝ)
```

Correlation, impurity and excitonic effects are left out.

## (a) Reducing the two-thirds power

**Problem.** For n ≥ 0, express the two-thirds power through the cube root:

n^(2/3) = (n^(1/3))².

**Solution.** For a nonnegative base, exponents multiply under repeated powers, and (1/3)·2 = 2/3. In Lean, `Real.rpow_mul` supplies this rule and `norm_num` does the arithmetic.

```lean
/-- The two-thirds power of a nonnegative number is the square of its cube root. -/
theorem rpow_two_thirds {n : ℝ} (hn : 0 ≤ n) :
    n ^ (2 / 3 : ℝ) = (n ^ (1 / 3 : ℝ)) ^ 2 := by
  rw [← Real.rpow_natCast, ← Real.rpow_mul hn]
  norm_num
```

## (b) Recovering the density from its root

**Problem.** For n ≥ 0, show that

(n^(1/3))³ = n.

**Solution.** The same rule gives the exponent (1/3)·3 = 1. Every density is therefore the cube of a nonnegative number.

```lean
/-- The cube of the cube root of a nonnegative number is that number. -/
theorem cube_root_cube {n : ℝ} (hn : 0 ≤ n) : (n ^ (1 / 3 : ℝ)) ^ 3 = n := by
  rw [← Real.rpow_natCast, ← Real.rpow_mul hn]
  norm_num
```

## (c) A change of variable

**Problem.** For x ≥ 0 and any real a and b, remove the fractional powers from f(x³):

f(x³) = a x² − b x.

**Solution.** The cube root of x³ is x, because x ≥ 0. By (a), the two-thirds power of x³ is then x². Substitute both into f. The Lean proof establishes the cube root as `h` and rewrites with it.

```lean
/-- In terms of the cube root `x` of the density, the net shift is a quadratic. -/
theorem netShift_cube (a b : ℝ) {x : ℝ} (hx : 0 ≤ x) :
    netShift a b (x ^ 3) = a * x ^ 2 - b * x := by
  have h : (x ^ 3) ^ (1 / 3 : ℝ) = x := by
    rw [← Real.rpow_natCast, ← Real.rpow_mul hx]
    norm_num
  unfold netShift
  rw [rpow_two_thirds (pow_nonneg hx 3), h]
```

## (d) The lowest shift and its sign

**Problem.** Let a, b > 0. Show that the density (b/(2a))³ is positive and that

f((b/(2a))³) = −b²/(4a),

f(n) > −b²/(4a) for every other n > 0,

f(n) > 0 ⇔ n > (b/a)³ for n > 0.

**Solution.** The density is positive because a and b are. Put n = x³ with x ≥ 0 and complete the square:

a x² − b x = −b²/(4a) + a(x − b/(2a))².

The square vanishes at x = b/(2a), which gives the value. At any other positive density x ≠ b/(2a), so the square is positive and the shift is strictly larger. The minimum is therefore unique.

For the sign, factor

a x² − b x = x(ax − b).

For n > 0 we have x > 0, so the shift is positive exactly when x > b/a. Cubing preserves the order of nonnegative numbers, which turns this into n > (b/a)³.

The four clauses of the theorem are these four claims in order. In the proof, `hsq` is the completed square and `hfac` the factorisation, while `generalize` and `subst` replace n by x³.

```lean
/-- The net shift has the value `-b²/(4a)` at the density `(b/(2a))³`, is strictly larger at
every other positive density, and is positive exactly for densities above `(b/a)³`. -/
theorem netShift_minimum_and_sign {a b : ℝ} (ha : 0 < a) (hb : 0 < b) :
    0 < (b / (2 * a)) ^ 3 ∧
    netShift a b ((b / (2 * a)) ^ 3) = -b ^ 2 / (4 * a) ∧
    (∀ n, 0 < n → n ≠ (b / (2 * a)) ^ 3 → -b ^ 2 / (4 * a) < netShift a b n) ∧
    (∀ n, 0 < n → (0 < netShift a b n ↔ (b / a) ^ 3 < n)) := by
  -- completing the square in the cube root of the density
  have hsq : ∀ x : ℝ, 0 ≤ x →
      netShift a b (x ^ 3) = -b ^ 2 / (4 * a) + a * (x - b / (2 * a)) ^ 2 := by
    intro x hx
    rw [netShift_cube a b hx]
    field_simp
    ring
  refine ⟨by positivity, ?_, ?_, ?_⟩
  · rw [hsq _ (by positivity)]
    ring
  · intro n hn hne
    have hx : 0 < n ^ (1 / 3 : ℝ) := Real.rpow_pos_of_pos hn _
    have hx3 := cube_root_cube hn.le
    generalize n ^ (1 / 3 : ℝ) = x at hx hx3
    subst hx3
    have hxc : x - b / (2 * a) ≠ 0 := by
      intro h
      apply hne
      rw [sub_eq_zero.mp h]
    have hpos : 0 < a * (x - b / (2 * a)) ^ 2 := by positivity
    rw [hsq x hx.le]
    linarith
  · intro n hn
    have hx : 0 < n ^ (1 / 3 : ℝ) := Real.rpow_pos_of_pos hn _
    have hx3 := cube_root_cube hn.le
    generalize n ^ (1 / 3 : ℝ) = x at hx hx3
    subst hx3
    -- the sign is that of the second factor in x (x a - b)
    have hfac : a * x ^ 2 - b * x = x * (x * a - b) := by ring
    rw [netShift_cube a b hx.le, hfac, mul_pos_iff_of_pos_left hx, sub_pos,
      pow_lt_pow_iff_left₀ (by positivity) hx.le (by norm_num), div_lt_iff₀ ha]
```

## (e) Falling, then rising

**Problem.** Let a, b > 0 and n₀ = (b/(2a))³. Show that

f(m) > f(n) for 0 ≤ m < n ≤ n₀,

f(m) < f(n) for n₀ ≤ m < n.

**Solution.** Write m = x³ and n = y³ with 0 ≤ x < y. Then

f(n) − f(m) = a(y² − x²) − b(y − x) = (y − x)(a(x + y) − b).

The first factor is positive. If y ≤ b/(2a), then x + y < 2y ≤ b/a and the second factor is negative. If x ≥ b/(2a), then x + y > 2x ≥ b/a and it is positive.

Lean states the two branches as `StrictAntiOn` and `StrictMonoOn`. The step `key` supplies x and y, `h` fixes the sign of the second factor, `mul_pos` multiplies it by y − x, and `nlinarith` concludes from the product.

```lean
/-- The net shift falls strictly with density up to `(b/(2a))³` and rises strictly
from there on. -/
theorem netShift_branches {a b : ℝ} (ha : 0 < a) (hb : 0 < b) :
    StrictAntiOn (netShift a b) (Set.Icc 0 ((b / (2 * a)) ^ 3)) ∧
    StrictMonoOn (netShift a b) (Set.Ici ((b / (2 * a)) ^ 3)) := by
  have hc : 0 < b / (2 * a) := by positivity
  have h2a : 0 < 2 * a := by positivity
  -- both branches compare the quadratic at two cube roots x < y
  have key : ∀ m n : ℝ, 0 ≤ m → m < n → ∃ x y : ℝ,
      0 ≤ x ∧ 0 ≤ y ∧ x < y ∧ x ^ 3 = m ∧ y ^ 3 = n := by
    intro m n hm hmn
    have hn : 0 ≤ n := hm.trans hmn.le
    exact ⟨m ^ (1 / 3 : ℝ), n ^ (1 / 3 : ℝ), Real.rpow_nonneg hm _, Real.rpow_nonneg hn _,
      Real.rpow_lt_rpow hm hmn (by norm_num), cube_root_cube hm, cube_root_cube hn⟩
  constructor
  · intro m hm n hn hmn
    obtain ⟨x, y, hx, hy, hxy, rfl, rfl⟩ := key m n hm.1 hmn
    have hyc := (pow_le_pow_iff_left₀ hy hc.le (by norm_num)).1 hn.2
    rw [le_div_iff₀ h2a] at hyc
    have h : 0 < b - a * (x + y) := by nlinarith [mul_pos ha (sub_pos.2 hxy)]
    rw [netShift_cube a b hx, netShift_cube a b hy]
    nlinarith [mul_pos (sub_pos.2 hxy) h]
  · intro m hm n hn hmn
    have hm' : (b / (2 * a)) ^ 3 ≤ m := hm
    obtain ⟨x, y, hx, hy, hxy, rfl, rfl⟩ := key m n ((pow_pos hc 3).le.trans hm') hmn
    have hxc := (pow_le_pow_iff_left₀ hc.le hx (by norm_num)).1 hm'
    rw [div_le_iff₀ h2a] at hxc
    have h : 0 < a * (x + y) - b := by nlinarith [mul_pos ha (sub_pos.2 hxy)]
    rw [netShift_cube a b hx, netShift_cube a b hy]
    nlinarith [mul_pos (sub_pos.2 hxy) h]
```

For a numerical instance, take a = 1 and b = 2 in reduced units. The minimum is f(1) = 1 − 2 = −1, and the shift returns to zero at n = 8, where f(8) = 4 − 4 = 0. The densities 1/8 and 27/8 lie on different branches and give the same shift:

f(1/8) = 1/4 − 1 = −3/4,

f(27/8) = 9/4 − 3 = −3/4.

A shift of −3/4 alone therefore does not fix the density here.

## (f) The shift in terms of the Fermi wavenumber

**Problem.** With the parabolic-band values of a and b, show for n ≥ 0 that

f(n) = ħ²k_F²/(2μ) − g k_F.

**Solution.** Split the power of the product:

k_F = (3π²)^(1/3) n^(1/3),

k_F² = (3π²)^(2/3) n^(2/3).

Inserting these on the right reproduces a n^(2/3) − b n^(1/3). The first term is the extra energy of a vertical transition at k_F, which needs μ > 0 to have its physical meaning. `Real.mul_rpow` performs the split.

```lean
/-- With the parabolic-band coefficients, the net shift is the kinetic energy at the Fermi
wavenumber minus an exchange term linear in that wavenumber. -/
theorem netShift_eq_fermi (hbar μ g : ℝ) {n : ℝ} (hn : 0 ≤ n) :
    netShift (fillingCoeff hbar μ) (exchangeCoeff g) n =
      hbar ^ 2 * fermiWavenumber n ^ 2 / (2 * μ) - g * fermiWavenumber n := by
  have hp : (0 : ℝ) ≤ 3 * Real.pi ^ 2 := by positivity
  unfold netShift fillingCoeff exchangeCoeff fermiWavenumber
  rw [Real.mul_rpow hp hn, rpow_two_thirds hp, rpow_two_thirds hn]
  ring
```

## (g) The crossover density of parabolic bands

**Problem.** For positive ħ, μ, g and n, with a and b as in (f), show that

f(n) > 0 ⇔ n > (2μg/ħ²)³/(3π²).

**Solution.** Write k for k_F, which is positive, and factor:

ħ²k²/(2μ) − gk = (k/(2μ))(ħ²k − 2μg).

The prefactor is positive, so the condition is k > 2μg/ħ². Cube both sides and use k³ = 3π²n. A heavier reduced mass or stronger exchange raises the crossover density.

In Lean, `hfac` is the factorisation and `hk3` the relation between k³ and n.

```lean
/-- For parabolic bands the net shift is positive exactly when the carrier density exceeds
`(2μg/ħ²)³/(3π²)`. -/
theorem parabolic_crossover {hbar μ g n : ℝ} (hh : 0 < hbar) (hμ : 0 < μ) (hg : 0 < g)
    (hn : 0 < n) :
    0 < netShift (fillingCoeff hbar μ) (exchangeCoeff g) n ↔
      (2 * μ * g / hbar ^ 2) ^ 3 / (3 * Real.pi ^ 2) < n := by
  have hp : (0 : ℝ) < 3 * Real.pi ^ 2 := by positivity
  have hk : 0 < fermiWavenumber n := Real.rpow_pos_of_pos (mul_pos hp hn) _
  have hk3 : fermiWavenumber n ^ 3 = 3 * Real.pi ^ 2 * n := cube_root_cube (mul_pos hp hn).le
  rw [netShift_eq_fermi hbar μ g hn.le]
  generalize fermiWavenumber n = k at hk hk3
  -- factor out the positive quantity k / (2μ)
  have hgk : g * k = k / (2 * μ) * (2 * μ * g) := by field_simp
  have hfac : hbar ^ 2 * k ^ 2 / (2 * μ) - g * k =
      k / (2 * μ) * (k * hbar ^ 2 - 2 * μ * g) := by
    linear_combination -hgk
  rw [hfac, mul_pos_iff_of_pos_left (by positivity), sub_pos, div_lt_iff₀ hp,
    mul_comm n, ← hk3, pow_lt_pow_iff_left₀ (by positivity) hk.le (by norm_num),
    div_lt_iff₀ (by positivity)]

end

end OpticalGapShift
```

```lean
#print axioms OpticalGapShift.netShift_minimum_and_sign
#print axioms OpticalGapShift.netShift_branches
#print axioms OpticalGapShift.parabolic_crossover
```

```
'OpticalGapShift.netShift_minimum_and_sign' depends on axioms: [propext, Classical.choice, Quot.sound]
'OpticalGapShift.netShift_branches' depends on axioms: [propext, Classical.choice, Quot.sound]
'OpticalGapShift.parabolic_crossover' depends on axioms: [propext, Classical.choice, Quot.sound]
```

## The same square in two dimensions

In a two-dimensional layer, k_F grows as n^(1/2), so the corresponding shift is a n − b n^(1/2), where n is now the number of carriers per area and a and b stand for the positive coefficients of the layer. Setting n = x² gives a x² − b x again. By the argument of (d), done here by hand only, the minimum again has the form −b²/(4a), now at n = (b/(2a))², and the shift is positive exactly for n > (b/a)².
